# Four particular quartic products of distinct Majorana operators square to one when each operator does

Eight Majorana operators are modelled as Hermitian complex matrices of finite size that satisfy `gᵢ gⱼ + gⱼ gᵢ = 2 δᵢⱼ`, so each squares to the identity and different ones anticommute. The theorem `quartic_sq` takes four particular interaction terms, the products of the operators labelled 0123, 4567, 0145 and 0246, and states that each squares to the identity matrix. The proof first shows, as `key`, that `a * b * c * f` squares to one for any four matrices that square to one and anticommute pairwise. It then applies `key` to the four factors of the chosen term, with the squares supplied by `q` and the anticommutation relations by `s`.

The failing Lean file:

```lean
import Mathlib

open Matrix
open scoped Kronecker

namespace FidkowskiKitaev

noncomputable section

variable {n : Type*} [Fintype n] [DecidableEq n] {g : Fin 8 → Matrix n n ℂ}

/-- Eight Majorana operators: Hermitian matrices with `gᵢ gⱼ + gⱼ gᵢ = 2 δᵢⱼ`. -/
structure IsMajorana (g : Fin 8 → Matrix n n ℂ) : Prop where
  herm : ∀ i, (g i).IsHermitian
  anti : ∀ i j, g i * g j + g j * g i = if i = j then 2 else 0

/-- The four Majorana labels (counted from 0) entering each quartic term. -/
def label : Fin 4 → Fin 4 → Fin 8 :=
  ![![0, 1, 2, 3], ![4, 5, 6, 7], ![0, 1, 4, 5], ![0, 2, 4, 6]]

/-- The four quartic interaction terms. -/
def quartic (g : Fin 8 → Matrix n n ℂ) (k : Fin 4) : Matrix n n ℂ :=
  g (label k 0) * g (label k 1) * g (label k 2) * g (label k 3)

lemma IsMajorana.sq (h : IsMajorana g) (i : Fin 8) : g i * g i = 1 := by
  calc g i * g i = (1 / 2 : ℂ) • (g i * g i + g i * g i) := by module
    _ = (1 / 2 : ℂ) • ((1 : Matrix n n ℂ) + 1) := by
      rw [h.anti i i, if_pos rfl, one_add_one_eq_two]
    _ = 1 := by module

lemma IsMajorana.swap (h : IsMajorana g) {i j : Fin 8} (hij : i ≠ j) :
    g i * g j = -(g j * g i) :=
  eq_neg_of_add_eq_zero_left ((h.anti i j).trans (if_neg hij))

/-- Each quartic term squares to one. -/
theorem quartic_sq (h : IsMajorana g) (k : Fin 4) : quartic g k * quartic g k = 1 := by
  have d : ∀ k a b : Fin 4, a ≠ b → label k a ≠ label k b := by decide
  have s := fun a b (hab : a ≠ b) => h.swap (d k a b hab)
  unfold quartic
  have q := fun a => h.sq (label k a)
  generalize g (label k 0) = a, g (label k 1) = b, g (label k 2) = c, g (label k 3) = f at *
  have ha := h.sq (label k 0)
  have key : ∀ a b c f : Matrix n n ℂ, a * a = 1 → b * b = 1 → c * c = 1 → f * f = 1 →
      b * a = -(a * b) → c * a = -(a * c) → c * b = -(b * c) → f * a = -(a * f) →
      f * b = -(b * f) → f * c = -(c * f) → a * b * c * f * (a * b * c * f) = 1 := by
    intro a b c f haa hbb hcc hff hba hca hcb hfa hfb hfc
    have h1 : f * (a * b * c * f) = -(a * b * c) := by
      linear_combination (norm := noncomm_ring) hfa * (b * c * f) - a * hfb * (c * f)
        + a * b * hfc * f - a * b * c * hff
    have h2 : c * (a * b * c) = a * b := by
      linear_combination (norm := noncomm_ring) hca * (b * c) - a * hcb * c + a * b * hcc
    have h3 : b * (a * b) = -a := by
      linear_combination (norm := noncomm_ring) hba * b - a * hbb
    calc a * b * c * f * (a * b * c * f) = a * (b * (c * (f * (a * b * c * f)))) := by
          simp only [mul_assoc]
      _ = 1 := by rw [h1, mul_neg, h2, mul_neg, h3, neg_neg, haa]
  first
    | exact key _ _ _ _ (q 0) (q 1) (q 2) (q 3) (s 1 0 (by decide)) (s 2 0 (by decide))
        (s 2 1 (by decide)) (s 3 0 (by decide)) (s 3 1 (by decide)) (s 3 2 (by decide))

end

end FidkowskiKitaev
```

Compiling this gives:

```
Main.lean:58:24: error: Application type mismatch: The argument
  q 0
has type
  g (label k 0) * g (label k 0) = 1
but is expected to have type
  a * a = 1
in the application
  key a b c f (q 0)
```

After these edits no error is left:

```diff
@@ -39,6 +39,5 @@
   unfold quartic
   have q := fun a => h.sq (label k a)
-  generalize g (label k 0) = a, g (label k 1) = b, g (label k 2) = c, g (label k 3) = f at *
-  have ha := h.sq (label k 0)
+
   have key : ∀ a b c f : Matrix n n ℂ, a * a = 1 → b * b = 1 → c * c = 1 → f * f = 1 →
       b * a = -(a * b) → c * a = -(a * c) → c * b = -(b * c) → f * a = -(a * f) →
@@ -55,7 +54,6 @@
           simp only [mul_assoc]
       _ = 1 := by rw [h1, mul_neg, h2, mul_neg, h3, neg_neg, haa]
-  first
-    | exact key _ _ _ _ (q 0) (q 1) (q 2) (q 3) (s 1 0 (by decide)) (s 2 0 (by decide))
-        (s 2 1 (by decide)) (s 3 0 (by decide)) (s 3 1 (by decide)) (s 3 2 (by decide))
+  exact key _ _ _ _ (q 0) (q 1) (q 2) (q 3) (s 1 0 (by decide)) (s 2 0 (by decide))
+    (s 2 1 (by decide)) (s 3 0 (by decide)) (s 3 1 (by decide)) (s 3 2 (by decide))
 
 end
```

Diagnosis. The message says that `q 0` proves `g (label k 0) * g (label k 0) = 1`, where `key` was expecting `a * a = 1`. The mismatch comes from the `generalize` line, which replaces the four factors in the goal by new variables `a`, `b`, `c`, `f`. Although it is told to act `at *`, it leaves `q` as it was: `q` is a statement about every index, so it contains `g (label k a)` with a bound index `a`, and not the specific term `g (label k 0)` that `generalize` looks for. The new matrix `a` is arbitrary, and nothing left in the context says that it equals `g (label k 0)`, so `q 0` says nothing about it.

With `generalize` removed, the goal keeps its original factors. The underscores in `key _ _ _ _` are then filled with those factors, and the facts from `q` and `s` fit. Deleting the unused `ha` and the `first` wrapper, which had only one alternative, is mere tidying.
